# A lower bound on the condition number of the APW secular matrix near an asymptote

The secular matrix of Slater's augmented-plane-wave method is written here as $M=A+tB$, where a fixed singular matrix $B$ carries one angular-momentum channel, the scalar $t$ carries that channel's logarithmic derivative, and $A$ collects everything else. For invertible $M$, the condition number is then at least $(|t|\,\|B\|-\|A\|)/\|A\|$, which grows without limit as $|t|\to\infty$ if $B\neq0$ and $A$ stays bounded.

```lean
import Mathlib

open Filter Topology Matrix
open scoped Matrix.Norms.L2Operator ComplexOrder

namespace APWAsymptote

variable {n κ : Type*} [Fintype n] [DecidableEq n] [Fintype κ]

/-- The secular matrix `A + t B`: one channel `B` enters with strength `t`, and `A` collects
all other terms. -/
def secularMatrix (A B : Matrix n n ℂ) (t : ℂ) : Matrix n n ℂ := A + t • B

/-- The matrix `V Vᴴ` of one angular-momentum channel; the columns of `V` hold the plane-wave
amplitudes of its magnetic components. -/
def channelMatrix (V : Matrix n κ ℂ) : Matrix n n ℂ := V * Vᴴ

/-- The spectral condition number `‖M‖ ‖M⁻¹‖` of an invertible matrix `M`. -/
noncomputable def conditionNumber (M : Matrix n n ℂ) : ℝ := ‖M‖ * ‖M⁻¹‖

/-- If the channel matrix `B` is singular, the inverse of the secular matrix has norm at least
`1 / ‖A‖`, whatever the strength `t`; the bound is written as a product. -/
theorem one_le_norm_inv_mul_norm (A B : Matrix n n ℂ) (t : ℂ) (hB : B.det = 0)
    (hM : IsUnit (secularMatrix A B t).det) :
    1 ≤ ‖(secularMatrix A B t)⁻¹‖ * ‖A‖ := by
  -- a vector that the channel does not see, repeated as the columns of a matrix
  obtain ⟨w, hw, hBw⟩ := Matrix.exists_mulVec_eq_zero_iff.mpr hB
  let W : Matrix n n ℂ := Matrix.of fun i _ => w i
  have hBW : B * W = 0 := by
    ext i j
    have h := congrFun hBw i
    simpa [W, Matrix.mul_apply, Matrix.mulVec, dotProduct] using h
  have hW : W ≠ 0 := by
    intro h
    apply hw
    funext i
    have h' := congrFun (congrFun h i) i
    simpa [W] using h'
  have hMW : secularMatrix A B t * W = A * W := by
    rw [secularMatrix, Matrix.add_mul, Matrix.smul_mul, hBW, smul_zero, add_zero]
  have hinv : (secularMatrix A B t)⁻¹ * (A * W) = W := by
    rw [← hMW, ← Matrix.mul_assoc, Matrix.nonsing_inv_mul _ hM, Matrix.one_mul]
  have hle : ‖W‖ ≤ ‖(secularMatrix A B t)⁻¹‖ * (‖A‖ * ‖W‖) := by
    calc ‖W‖ = ‖(secularMatrix A B t)⁻¹ * (A * W)‖ := by rw [hinv]
      _ ≤ ‖(secularMatrix A B t)⁻¹‖ * ‖A * W‖ := norm_mul_le _ _
      _ ≤ ‖(secularMatrix A B t)⁻¹‖ * (‖A‖ * ‖W‖) :=
        mul_le_mul_of_nonneg_left (norm_mul_le _ _) (norm_nonneg _)
  refine le_of_mul_le_mul_right ?_ (norm_pos_iff.mpr hW)
  rw [one_mul, mul_assoc]
  exact hle

/-- The norm of the secular matrix is at least `|t| ‖B‖ - ‖A‖`. -/
theorem norm_secularMatrix_ge (A B : Matrix n n ℂ) (t : ℂ) :
    ‖t‖ * ‖B‖ - ‖A‖ ≤ ‖secularMatrix A B t‖ := by
  have h := norm_sub_le (secularMatrix A B t) A
  have e : secularMatrix A B t - A = t • B := by
    rw [secularMatrix, add_sub_cancel_left]
  rw [e, norm_smul] at h
  linarith

/-- For a singular channel matrix `B` and an invertible secular matrix, `A` is nonzero and the
condition number is at least `(|t| ‖B‖ - ‖A‖) / ‖A‖`. -/
theorem conditionNumber_ge (A B : Matrix n n ℂ) (t : ℂ) (hB : B.det = 0)
    (hM : IsUnit (secularMatrix A B t).det) :
    0 < ‖A‖ ∧ (‖t‖ * ‖B‖ - ‖A‖) / ‖A‖ ≤ conditionNumber (secularMatrix A B t) := by
  have h1 := one_le_norm_inv_mul_norm A B t hB hM
  have h2 := norm_secularMatrix_ge A B t
  have hA : 0 < ‖A‖ := by
    refine lt_of_le_of_ne (norm_nonneg A) fun h => ?_
    rw [← h, mul_zero] at h1
    linarith
  refine ⟨hA, ?_⟩
  rw [div_le_iff₀ hA, conditionNumber, mul_assoc]
  have h3 := mul_le_mul_of_nonneg_left h1 (norm_nonneg (secularMatrix A B t))
  linarith

/-- A channel with fewer magnetic components than there are plane waves has a singular
matrix. -/
theorem det_channelMatrix (V : Matrix n κ ℂ) (h : Fintype.card κ < Fintype.card n) :
    (channelMatrix V).det = 0 := by
  by_contra hne
  have hu : IsUnit (channelMatrix V) :=
    (Matrix.isUnit_iff_isUnit_det _).mpr (isUnit_iff_ne_zero.mpr hne)
  have h1 := Matrix.rank_of_isUnit _ hu
  have h2 : (channelMatrix V).rank ≤ V.rank := Matrix.rank_mul_le_left V Vᴴ
  have h3 := Matrix.rank_le_card_width V
  omega

/-- The spectral norm of the rank-one matrix `v v†` is at least the squared length of `v`. -/
theorem sum_sq_le_norm_vecMulVec (v : n → ℂ) :
    ∑ i, ‖v i‖ ^ 2 ≤ ‖vecMulVec v (star v)‖ := by
  have hk : ∀ k, v k * star (v k) = ((‖v k‖ ^ 2 : ℝ) : ℂ) := fun k => by
    rw [← Complex.normSq_eq_norm_sq]
    exact Complex.mul_conj _
  by_cases hP : vecMulVec v (star v) = 0
  · have hv : ∀ i, v i = 0 := fun i => by
      have h := congrFun (congrFun hP i) i
      simpa [vecMulVec_apply] using h
    simp [hv]
  · -- `v v†` is a projector up to the factor `‖v‖²`
    have hsq : vecMulVec v (star v) * vecMulVec v (star v)
        = ((∑ i, ‖v i‖ ^ 2 : ℝ) : ℂ) • vecMulVec v (star v) := by
      ext i j
      simp only [Matrix.mul_apply, vecMulVec_apply, Matrix.smul_apply, smul_eq_mul,
        Pi.star_apply, Complex.ofReal_sum, Finset.sum_mul]
      refine Finset.sum_congr rfl fun k _ => ?_
      linear_combination (v i * star (v j)) * hk k
    have h := norm_mul_le (vecMulVec v (star v)) (vecMulVec v (star v))
    rw [hsq, norm_smul, Complex.norm_real, Real.norm_eq_abs,
      abs_of_nonneg (Finset.sum_nonneg fun i _ => sq_nonneg ‖v i‖)] at h
    exact le_of_mul_le_mul_right h (norm_pos_iff.mpr hP)

/-- With at least two plane waves and a channel `v v†`, an invertible secular matrix has
nonzero `A` and condition number at least `(|t| ‖v‖² - ‖A‖) / ‖A‖`. -/
theorem conditionNumber_rank_one_ge (A : Matrix n n ℂ) (v : n → ℂ) (t : ℂ)
    (hn : 2 ≤ Fintype.card n)
    (hM : IsUnit (secularMatrix A (vecMulVec v (star v)) t).det) :
    0 < ‖A‖ ∧ (‖t‖ * ∑ i, ‖v i‖ ^ 2 - ‖A‖) / ‖A‖
      ≤ conditionNumber (secularMatrix A (vecMulVec v (star v)) t) := by
  have e : vecMulVec v (star v) = channelMatrix (Matrix.of fun i (_ : Unit) => v i) := by
    ext i j
    simp [channelMatrix, Matrix.mul_apply, vecMulVec_apply]
  have hdet : (vecMulVec v (star v)).det = 0 := by
    rw [e]
    exact det_channelMatrix _ (by rw [Fintype.card_unit]; omega)
  obtain ⟨hA, h⟩ := conditionNumber_ge A _ t hdet hM
  refine ⟨hA, le_trans ?_ h⟩
  have hv := sum_sq_le_norm_vecMulVec v
  gcongr

/-- Let `u` and `du`, the radial function and its radial derivative at the sphere boundary, be
continuous in the energy at `E₀`, with `u E₀ = 0` and `du E₀ ≠ 0`. Let `V` be nonzero, with fewer
columns than rows. If, at all energies close to but different from `E₀`, `u` is nonzero, the norm of
`A` is at most `C` and the secular matrix with strength `du / u` is invertible, then the condition
number of that matrix diverges as the energy tends to `E₀`. -/
theorem tendsto_conditionNumber_asymptote (A : ℝ → Matrix n n ℂ) (V : Matrix n κ ℂ)
    (u du : ℝ → ℝ) (E₀ C : ℝ) (hV : V ≠ 0) (hcard : Fintype.card κ < Fintype.card n)
    (hu : ContinuousAt u E₀) (hdu : ContinuousAt du E₀) (hu0 : u E₀ = 0) (hdu0 : du E₀ ≠ 0)
    (hune : ∀ᶠ E in 𝓝[≠] E₀, u E ≠ 0) (hA : ∀ᶠ E in 𝓝[≠] E₀, ‖A E‖ ≤ C)
    (hM : ∀ᶠ E in 𝓝[≠] E₀,
      IsUnit (secularMatrix (A E) (channelMatrix V) ((du E / u E : ℝ) : ℂ)).det) :
    Tendsto (fun E => conditionNumber
      (secularMatrix (A E) (channelMatrix V) ((du E / u E : ℝ) : ℂ))) (𝓝[≠] E₀) atTop := by
  have hdet := det_channelMatrix V hcard
  have hB : 0 < ‖channelMatrix V‖ :=
    norm_pos_iff.mpr fun h => hV (Matrix.self_mul_conjTranspose_eq_zero.mp h)
  have hC : 0 < C := by
    obtain ⟨E, h1, h2⟩ := (hA.and hM).exists
    exact lt_of_lt_of_le (conditionNumber_ge _ _ _ hdet h2).1 h1
  -- the logarithmic derivative diverges
  have hu' : Tendsto (fun E => |u E|) (𝓝[≠] E₀) (𝓝[>] 0) := by
    refine tendsto_nhdsWithin_iff.mpr ⟨?_, hune.mono fun E h => abs_pos.mpr h⟩
    have h := (hu.tendsto.mono_left (nhdsWithin_le_nhds (s := {E₀}ᶜ))).abs
    rwa [hu0, abs_zero] at h
  have hlog : Tendsto (fun E => |du E| * |u E|⁻¹) (𝓝[≠] E₀) atTop :=
    Tendsto.pos_mul_atTop (abs_pos.mpr hdu0)
      (hdu.tendsto.mono_left nhdsWithin_le_nhds).abs (tendsto_inv_nhdsGT_zero.comp hu')
  have hlow := tendsto_atTop_add_const_right _ (-1 : ℝ)
    (hlog.atTop_mul_const (div_pos hB hC))
  refine tendsto_atTop_mono' _ ?_ hlow
  filter_upwards [hA, hM] with E h1 h2
  obtain ⟨hpos, h⟩ := conditionNumber_ge _ _ _ hdet h2
  refine le_trans ?_ h
  rw [Complex.norm_real, Real.norm_eq_abs, abs_div, sub_div, div_self hpos.ne',
    ← div_eq_mul_inv, ← mul_div_assoc, ← sub_eq_add_neg]
  gcongr

/-- With a single plane wave every invertible secular matrix has condition number one. -/
theorem conditionNumber_single_plane_wave (M : Matrix (Fin 1) (Fin 1) ℂ)
    (hM : IsUnit M.det) : conditionNumber M = 1 := by
  have hc : M 0 0 ≠ 0 := by
    have h := hM.ne_zero
    rwa [Matrix.det_fin_one] at h
  have h1 : M = M 0 0 • (1 : Matrix (Fin 1) (Fin 1) ℂ) := by
    ext i j
    fin_cases i
    fin_cases j
    simp
  have h2 : M⁻¹ = (M 0 0)⁻¹ • (1 : Matrix (Fin 1) (Fin 1) ℂ) := by
    apply Matrix.inv_eq_right_inv
    ext i j
    fin_cases i
    fin_cases j
    simp [hc]
  have h3 : ‖M‖ = ‖M 0 0‖ := by
    calc ‖M‖ = ‖M 0 0 • (1 : Matrix (Fin 1) (Fin 1) ℂ)‖ := congrArg norm h1
      _ = ‖M 0 0‖ := by rw [norm_smul, CStarRing.norm_one, mul_one]
  rw [conditionNumber, h3, h2, norm_smul, CStarRing.norm_one, mul_one, norm_inv,
    mul_inv_cancel₀ (norm_ne_zero_iff.mpr hc)]

end APWAsymptote
```

```lean
#print axioms APWAsymptote.conditionNumber_rank_one_ge
#print axioms APWAsymptote.tendsto_conditionNumber_asymptote
#print axioms APWAsymptote.conditionNumber_single_plane_wave
```

```
'APWAsymptote.conditionNumber_rank_one_ge' depends on axioms: [propext, Classical.choice, Quot.sound]
'APWAsymptote.tendsto_conditionNumber_asymptote' depends on axioms: [propext, Classical.choice, Quot.sound]
'APWAsymptote.conditionNumber_single_plane_wave' depends on axioms: [propext, Classical.choice, Quot.sound]
```

## The channel and its logarithmic derivative

An augmented plane wave is a plane wave outside the atomic sphere. Inside, it is a sum of radial solutions $u(r,E)$ times spherical harmonics, matched to the plane wave in value at the sphere radius $R$. The slope is not matched, and the resulting surface term contains $u'(R,E)/u(R,E)$ for each angular momentum $l$, where the prime denotes the derivative with respect to $r$. An asymptote is an energy $E_0$ at which $u(R,E_0)=0$, so that this ratio diverges.

The type `n` indexes the plane waves, and `κ` indexes the magnetic components of the channel, $2l+1$ of them for one atom. Column $m$ of `V` holds the amplitudes of the plane waves in component $m$, with positive constant prefactors absorbed, and `channelMatrix V` is $B=VV^\dagger$. Double bars denote the spectral norm of a matrix and the Euclidean length of a vector, and `conditionNumber` is $\|M\|\,\|M^{-1}\|$.

The main bound, `conditionNumber_ge`, assumes only $\det B=0$ and $M$ invertible. Complex $A$ and $t$ are allowed, $A$ need not be Hermitian, and $A\neq0$ is a conclusion. In `conditionNumber_rank_one_ge` the channel is $B=vv^\dagger$ with at least two plane waves, and $\|B\|$ is replaced by $\|v\|^2=\sum_i|v_i|^2$. Real symmetric $A$ and real $v$ are a special case.

The limit theorem, `tendsto_conditionNumber_asymptote`, treats `u` and `du` as functions of energy at fixed $R$, both continuous at $E_0$. It assumes that the channel is present (`hV`, $V\neq0$) and has fewer components than there are plane waves (`hcard`). The other hypotheses stand for the following physics:

- `hu0` and `hdu0` say that $u$ vanishes at $E_0$ and $u'$ does not. A nontrivial radial solution cannot have both vanish at the same radius.
- `hune` says that $u$ has no other zero close to $E_0$.
- `hA` keeps $A(E)$ bounded, so no other channel diverges at the same energy.
- `hM` makes $M(E)$ invertible close to $E_0$, so no band energy, where $\det M=0$, lies arbitrarily close to the asymptote.

The last three are required on a punctured neighbourhood, written `𝓝[≠] E₀`, so nothing is asked at $E_0$ itself. The radial equation is not part of the file; these properties are assumed.

For a one-electron APW calculation with finitely many plane waves and a single diverging channel, the result concerns linear systems $M(E)x=b$. Under the hypotheses above, the worst-case ratio of the relative error in $x$ to the relative error in $b$ that causes it grows without limit near the asymptote. Absolute errors in $b$ need not be amplified in this way, since $\|M^{-1}\|$ may stay bounded.

## A vector that the channel does not see

Let $M$ be invertible. Since $\det B=0$, there is a vector $w\neq0$ with $Bw=0$. The diverging term does not act on it:

$$Mw=Aw+tBw=Aw,\qquad w=M^{-1}Aw.$$

Taking norms gives $\|w\|\le\|M^{-1}\|\,\|A\|\,\|w\|$, and division by $\|w\|$ gives

$$1\le\|M^{-1}\|\,\|A\|.$$

This is `one_le_norm_inv_mul_norm`. The Lean proof repeats $w$ as every column of a square matrix `W`, so that the inequality $\|XY\|\le\|X\|\,\|Y\|$ for matrices is enough. The step `hMW` is $MW=AW$, `hinv` is $M^{-1}AW=W$, and `le_of_mul_le_mul_right` cancels $\|W\|$.

So $\|M^{-1}\|$ cannot fall below $1/\|A\|$, however large $t$ is. Meanwhile, if $B\neq0$ and $A$ stays bounded, $\|M\|$ grows without limit as $|t|\to\infty$. From $tB=M-A$ and the triangle inequality,

$$|t|\,\|B\|\le\|M\|+\|A\|,$$

which is `norm_secularMatrix_ge`. The first bound also forces $\|A\|>0$. Multiplying it by $\|M\|$ and inserting the second yields

$$|t|\,\|B\|-\|A\|\le\|M\|\le\|M\|\,\|M^{-1}\|\,\|A\|,$$

and division by $\|A\|$ proves `conditionNumber_ge`.

## Rank, norm and the limit

A channel with fewer components than plane waves is singular, because the rank of $VV^\dagger$ is at most that of $V$, which is at most the number of columns. In `det_channelMatrix`, a nonzero determinant would require full rank, and `omega` finds the contradiction.

For $P=vv^\dagger$, direct multiplication gives $P^2=\|v\|^2P$, hence $\|v\|^2\|P\|\le\|P\|^2$. If $P\neq0$, dividing by $\|P\|$ gives $\|v\|^2\le\|P\|$. If $P=0$, its diagonal entries $|v_i|^2$ vanish and both sides are zero. This is `sum_sq_le_norm_vecMulVec`, and inserting it into the main bound gives the rank-one theorem.

For the limit, put $t(E)=u'(R,E)/u(R,E)$. The numerator tends to a nonzero value and the denominator to zero through nonzero values, so $|t(E)|\to\infty$; this is `hlog`. With $\|A(E)\|\le C$,

$$\|M\|\,\|M^{-1}\|\ge\frac{|t(E)|\,\|B\|}{\|A(E)\|}-1\ge\frac{|t(E)|\,\|B\|}{C}-1 .$$

Here $C>0$ because $A(E)\neq0$, and $\|B\|>0$ because $VV^\dagger=0$ would force $V=0$. The right-hand side diverges, and `tendsto_atTop_mono'` carries the divergence over to the condition number.

## Two plane waves, and a channel that sees everything

Take $A=I$, $v=(1,1)$ and $t=50$. Then

$$M=\begin{pmatrix}51&50\\50&51\end{pmatrix}$$

has eigenvalues $101$ and $1$, so its condition number is $101$. The bound gives $(50\cdot2-1)/1=99$.

Without the singularity of $B$ the bound fails. For $A=B=I$ in two dimensions and $t=99$, the matrix $M=100\,I$ has condition number $1$, while the formula would demand $98$. The whole matrix grows together, and no direction is left behind. The same happens with a single plane wave and $v\neq0$: `conditionNumber_single_plane_wave` shows that an invertible $1\times1$ matrix always has condition number $|a|\,|a^{-1}|=1$, where $a$ is its only entry.
